# In projector Monte Carlo, the time-displaced Green's function of a fixed field configuration is a product of single-slice factors

To measure an imaginary-time correlation function in a projector auxiliary-field Monte Carlo run, one needs the Green's function between two different time slices. The direct route multiplies an equal-time Green's function by a long product of slice matrices. The largest and smallest scales in that product typically drift apart exponentially, and a small answer is then left over from the cancellation of large numbers. The long product need not be formed if each slice gets its own factor, containing an equal-time Green's function computed afresh from stabilized orbitals, that is, orbitals re-orthonormalized at intervals during the propagation.

In exact arithmetic the two routes give the same matrix, for non-interacting fermions in one fixed field configuration, provided that the two trial determinants have a nonzero overlap after propagation. Two facts give this: the equal-time Green's function is a projector, and a slice matrix can be moved from its left to its right if the Green's function is advanced by one slice.

## Time slices and their ordered product

```lean
import Mathlib

open Matrix

namespace StabilizedGreenFunction

noncomputable section
```

The first line loads Mathlib, the mathematical library that supplies matrices, traces and their algebra. The namespace is a common prefix for the names defined below.

```lean
/-- The ordered product of `m` time slices starting at slice `k`, with later slices on the left;
`B j` carries slice `j` to slice `j + 1`. -/
def propagator {n : Type*} [Fintype n] [DecidableEq n]
    (B : ℕ → Matrix n n ℂ) (k : ℕ) : ℕ → Matrix n n ℂ
  | 0 => 1
  | m + 1 => B (k + m) * propagator B k m
```

Here `n` labels the basis orbitals, which are taken to be orthonormal, and `B` assigns a complex square matrix $B_j$ to every natural number $j$. The matrix $B_j$ carries slice $j$ to slice $j+1$, so the first slice matrix is $B_0$. The definition is recursive: zero slices give the identity, and each further slice multiplies from the left. In ordinary notation, `propagator B k m` is

$$P_{k,m} = B_{k+m-1}\cdots B_{k+1}B_k, \qquad P_{k,0}=1 .$$

The slice matrices need not be Hermitian, invertible or mutually commuting.

## Trial orbitals, overlap and Green's function

```lean
variable {n p : Type*} [Fintype n] [DecidableEq n] [Fintype p]
variable (B : ℕ → Matrix n n ℂ) (L : Matrix p n ℂ) (R : Matrix n p ℂ) (W : Matrix p p ℂ)

/-- The overlap matrix of the left trial orbitals `L` with the right trial orbitals `R`
propagated through `N` slices. -/
def overlap (N : ℕ) : Matrix p p ℂ := L * propagator B 0 N * R
```

The type `p` labels the particles. The columns of $R$ are the right trial orbitals. The rows of $L$ are the left ones, already complex conjugated, since Lean applies no conjugation here. Neither set has to be orthonormal. With $N$ slices in total, the overlap matrix is

$$S = L\,P_{0,N}\,R ,$$

and its determinant is the overlap of the two Slater determinants after propagation.

```lean
/-- The equal-time Green's function at slice `k`, for `k ≤ N`, where `W` stands for the inverse
of the overlap matrix. -/
def green (N k : ℕ) : Matrix n n ℂ :=
  1 - propagator B 0 k * R * W * (L * propagator B k (N - k))
```

This reads

$$G_k = 1 - P_{0,k}\,R\,W\,L\,P_{k,N-k}.$$

The matrix $W$ is an independent argument. Theorems that need it to be the inverse of the overlap carry the hypothesis `W * overlap B L R N = 1`, that is, $WS=1$. For square matrices this makes $W=S^{-1}$. Physically, it says that the field configuration does not make the two determinants orthogonal.

The sign convention is $(G_k)_{ij}=\langle c_i c_j^\dagger\rangle$, so $G_k$ describes adding a particle and then removing it. For a later slice, $\langle c_i(k+m)\,c_j^\dagger(k)\rangle$ is the $ij$ element of $P_{k,m}G_k$.

## The overlap can be evaluated at any slice

```lean
/-- Propagation through `i + j` slices is propagation through the first `i` slices followed by
propagation through the next `j`. -/
theorem propagator_add (k i j : ℕ) :
    propagator B k (i + j) = propagator B (k + i) j * propagator B k i := by
  induction j with
  | zero => simp [propagator]
  | succ j ih =>
    rw [← Nat.add_assoc i j 1]
    simp only [propagator]
    rw [ih, Matrix.mul_assoc, Nat.add_assoc k i j]
```

A Lean theorem gives its name, its variables and hypotheses, then a colon and the claim. The proof follows `:= by`. This claim is the composition rule

$$P_{k,i+j} = P_{k+i,j}\,P_{k,i}.$$

By hand, one cuts the ordered product after its first $i$ factors. Lean uses induction on $j$. For $j=0$ both sides are $P_{k,i}$, and each further slice puts the same matrix $B_{k+i+j}$ on the left of both sides. The command `rw` rewrites with a known equation, here the induction hypothesis `ih` and associativity.

```lean
omit [Fintype p] in
/-- The overlap of the left orbitals propagated back to slice `k` with the right orbitals
propagated forward to slice `k` is the same for every slice. -/
theorem overlap_at_slice {N k : ℕ} (hk : k ≤ N) :
    (L * propagator B k (N - k)) * (propagator B 0 k * R) = overlap B L R N := by
  have h := propagator_add B 0 k (N - k)
  rw [Nat.add_sub_of_le hk, Nat.zero_add] at h
  rw [overlap, h]
  simp only [Matrix.mul_assoc]
```

The argument `hk` is the hypothesis $k\le N$. Setting $i=k$ and $j=N-k$ in the composition rule, starting from slice $0$, gives $P_{0,N}=P_{k,N-k}P_{0,k}$. Hence

$$(L P_{k,N-k})(P_{0,k}R)=L P_{0,N}R=S .$$

The left orbitals propagated back to slice $k$ and the right orbitals propagated forward to it have the same overlap matrix at every slice.

## Moving a Green's function through the slices

```lean
/-- Multiplying the Green's function at slice `k` by `B k` on the left gives the same matrix as
multiplying the one at slice `k + 1` by `B k` on the right. -/
theorem green_intertwine {N k : ℕ} (hk : k < N) :
    B k * green B L R W N k = green B L R W N (k + 1) * B k := by
  -- split the earliest slice off the left propagator
  have h1 : propagator B k 1 = B k := by
    show B (k + 0) * 1 = B k
    simp
  have h := propagator_add B k 1 (N - (k + 1))
  rw [show 1 + (N - (k + 1)) = N - k by omega, h1] at h
  -- and the latest slice off the right propagator
  have h2 : propagator B 0 (k + 1) = B k * propagator B 0 k := by
    simp [propagator]
  unfold green
  rw [Matrix.mul_sub, Matrix.sub_mul, Matrix.mul_one, Matrix.one_mul, h, h2]
  simp only [Matrix.mul_assoc]
```

For $k<N$ the claim is $B_kG_k=G_{k+1}B_k$. Two splittings are needed:

$$P_{k,N-k}=P_{k+1,N-k-1}B_k, \qquad P_{0,k+1}=B_kP_{0,k}.$$

They give

$$\begin{aligned}
B_kG_k &= B_k-B_kP_{0,k}\,R\,W\,L\,P_{k+1,N-k-1}B_k\\
&= B_k-P_{0,k+1}\,R\,W\,L\,P_{k+1,N-k-1}B_k\\
&= G_{k+1}B_k .
\end{aligned}$$

In the proof, `h` and `h2` are these two splittings, and `omega` settles the arithmetic of the slice numbers. The relation holds for any $W$, because $W$ sits untouched in the middle.

```lean
/-- Multiplying the Green's function at slice `k` on the left by the product of the next `m` slices
gives the same matrix as multiplying the one at slice `k + m` on the right by that product. -/
theorem green_propagate {N k m : ℕ} (h : k + m ≤ N) :
    propagator B k m * green B L R W N k
      = green B L R W N (k + m) * propagator B k m := by
  induction m with
  | zero => simp [propagator]
  | succ m ih =>
    calc B (k + m) * propagator B k m * green B L R W N k
        = B (k + m) * (propagator B k m * green B L R W N k) := Matrix.mul_assoc _ _ _
      _ = B (k + m) * green B L R W N (k + m) * propagator B k m := by
          rw [ih (by omega), Matrix.mul_assoc]
      _ = green B L R W N (k + m + 1) * (B (k + m) * propagator B k m) := by
          rw [green_intertwine B L R W (by omega), Matrix.mul_assoc]
```

Repeating the step over $m$ slices, with $k+m\le N$, gives $P_{k,m}G_k=G_{k+m}P_{k,m}$. The case $m=0$ is immediate. For one more slice,

$$\begin{aligned}
P_{k,m+1}G_k &= B_{k+m}P_{k,m}G_k = B_{k+m}G_{k+m}P_{k,m}\\
&= G_{k+m+1}B_{k+m}P_{k,m}=G_{k+m+1}P_{k,m+1}.
\end{aligned}$$

A `calc` block is Lean's form of such a chain of equalities, with a justification for each link. The second equality uses the induction hypothesis, and the third uses the single-slice relation.

## The Green's function is a projector

```lean
variable [DecidableEq p]

/-- The equal-time Green's function is idempotent at every slice. -/
theorem green_idempotent {N k : ℕ} (hW : W * overlap B L R N = 1) (hk : k ≤ N) :
    green B L R W N k * green B L R W N k = green B L R W N k := by
  have h := overlap_at_slice B L R hk
  unfold green
  generalize propagator B 0 k * R = X at h ⊢
  generalize L * propagator B k (N - k) = Y at h ⊢
  -- the inner factor `W * (Y * X)` is the identity
  have key : (X * W * Y) * (X * W * Y) = X * W * Y := by
    calc (X * W * Y) * (X * W * Y) = X * (W * (Y * X)) * (W * Y) := by
          simp only [Matrix.mul_assoc]
      _ = X * W * Y := by
          rw [h, hW, Matrix.mul_one, Matrix.mul_assoc]
  exact IsIdempotentElem.one_sub key
```

The hypothesis `hW` is $WS=1$, and the claim is $G_k^2=G_k$ for every $k\le N$. Write $X=P_{0,k}R$ for the forward-propagated right orbitals and $Y=LP_{k,N-k}$ for the back-propagated left ones. Then $G_k=1-XWY$ and $YX=S$, so

$$(XWY)(XWY)=X\,(W\,YX)\,WY=X\,(WS)\,WY=XWY .$$

With $Q=XWY$ this says $Q^2=Q$, and therefore

$$(1-Q)^2=1-2Q+Q^2=1-Q .$$

The two `generalize` lines introduce the letters $X$ and $Y$, `key` is the first computation, and `IsIdempotentElem.one_sub` supplies the second. Since $G_k$ need not be Hermitian, the projection is in general oblique.

```lean
/-- The trace of the equal-time Green's function is the number of basis orbitals minus the
number of trial orbitals. -/
theorem green_trace {N k : ℕ} (hW : W * overlap B L R N = 1) (hk : k ≤ N) :
    (green B L R W N k).trace = (Fintype.card n : ℂ) - Fintype.card p := by
  have h := overlap_at_slice B L R hk
  unfold green
  generalize propagator B 0 k * R = X at h ⊢
  generalize L * propagator B k (N - k) = Y at h ⊢
  have ht : (X * W * Y).trace = (Fintype.card p : ℂ) := by
    rw [Matrix.mul_assoc X W Y, Matrix.trace_mul_comm X (W * Y), Matrix.mul_assoc W Y X,
      h, hW, Matrix.trace_one]
  rw [Matrix.trace_sub, Matrix.trace_one, ht]
```

In the statement, `Fintype.card` counts the labels in a finite type. The claim is that the trace of $G_k$ equals the number of basis orbitals minus the number of particles. The cyclic property of the trace gives

$$\operatorname{tr}(XWY)=\operatorname{tr}(WYX)=\operatorname{tr}(WS)=\operatorname{tr}1_p ,$$

where $1_p$ is the identity matrix over the particle labels, so its trace is the particle number. Subtracting from the trace of the full identity gives the result. In the chosen sign convention, this trace counts the empty orbitals.

## The factorization

```lean
/-- The time-displaced Green's function over `m + 1` slices starting at slice `k` is the ordered
product of the single-slice factors `B j * G j`. -/
theorem time_displaced_factorization {N k m : ℕ} (hW : W * overlap B L R N = 1)
    (h : k + (m + 1) ≤ N) :
    propagator B k (m + 1) * green B L R W N k
      = propagator (fun j => B j * green B L R W N j) k (m + 1) := by
  induction m with
  | zero =>
    show B (k + 0) * 1 * green B L R W N k = B (k + 0) * green B L R W N (k + 0) * 1
    simp
  | succ m ih =>
    -- double the projector, then move one copy to the latest slice
    calc B (k + (m + 1)) * propagator B k (m + 1) * green B L R W N k
        = B (k + (m + 1)) * (propagator B k (m + 1)
            * (green B L R W N k * green B L R W N k)) := by
          rw [green_idempotent B L R W hW (by omega), Matrix.mul_assoc]
      _ = B (k + (m + 1)) * green B L R W N (k + (m + 1))
            * (propagator B k (m + 1) * green B L R W N k) := by
          have hp := green_propagate B L R W (N := N) (k := k) (m := m + 1) (by omega)
          rw [Matrix.mul_assoc (B (k + (m + 1))),
            ← Matrix.mul_assoc (green B L R W N (k + (m + 1))), ← hp,
            Matrix.mul_assoc (propagator B k (m + 1))]
      _ = B (k + (m + 1)) * green B L R W N (k + (m + 1))
            * propagator (fun j => B j * green B L R W N j) k (m + 1) := by
          rw [ih (by omega)]
```

On the right-hand side, `fun j => B j * green B L R W N j` is the sequence of matrices $B_jG_j$. It is passed to the same `propagator` definition, which forms their ordered product. The theorem therefore says

$$P_{k,m+1}\,G_k=(B_{k+m}G_{k+m})\cdots(B_{k+1}G_{k+1})(B_kG_k)$$

whenever $WS=1$ and the $m+1$ slices lie within the $N$ available ones. The number of slices is written `m + 1` to exclude the case of no slices. There the left side would be $G_k$ and the right side the identity, and by the trace formula these differ as soon as there is at least one particle.

The smallest case is a single slice, where both sides are $B_kG_k$. This is the `zero` branch of the induction. For the step from $m+1$ to $m+2$ slices, idempotency doubles the Green's function, and one copy then moves to the latest slice:

$$\begin{aligned}
P_{k,m+2}G_k &= B_{k+m+1}P_{k,m+1}G_kG_k\\
&= B_{k+m+1}G_{k+m+1}\,P_{k,m+1}G_k\\
&= (B_{k+m+1}G_{k+m+1})(B_{k+m}G_{k+m})\cdots(B_kG_k).
\end{aligned}$$

These are the three links of the `calc` block. They use `green_idempotent`, `green_propagate` and the induction hypothesis in turn.

Stabilized orbitals give the same Green's functions in exact arithmetic. At a given slice, re-orthonormalization replaces $X$ by $XT$ and $Y$ by $UY$, with invertible matrices $T$ and $U$. With the overlap matrix recomputed from the new orbitals, $XT\,(UYXT)^{-1}\,UY=X(YX)^{-1}Y$, so $G_j$ is unchanged. This step is not part of the Lean code.

The theorem concerns exact complex matrices in a finite basis. It contains no rounding errors and no average over field configurations. How accurate the factorized form is in floating point also depends on how each $G_j$ is computed and on how close the overlap matrix of the stabilized orbitals is to being singular.

## Two orbitals, one particle, two slices

```lean
/-- A family of time slices on two orbitals that depends on the slice index. -/
def twoOrbitalSlice (j : ℕ) : Matrix (Fin 2) (Fin 2) ℂ := !![1, (j : ℂ); 1, 2]
```

The notation `!![...]` lists a matrix row by row, with semicolons between rows, and `Fin 2` is the index set $\{0,1\}$. The first two slices are

$$B_0=\begin{pmatrix}1&0\\1&2\end{pmatrix},\qquad
B_1=\begin{pmatrix}1&1\\1&2\end{pmatrix},$$

which do not commute. They are chosen for easy arithmetic and do not represent a particular Hamiltonian.

```lean
/-- For two slices, two orbitals and one trial orbital, the number `1/2` inverts the overlap, and
the Green's function at the middle slice is the matrix shown. -/
theorem green_witness :
    (!![1 / 2] : Matrix (Fin 1) (Fin 1) ℂ) * overlap twoOrbitalSlice !![1, 0] !![1; 0] 2 = 1 ∧
    green twoOrbitalSlice !![1, 0] !![1; 0] (!![1 / 2] : Matrix (Fin 1) (Fin 1) ℂ) 2 1
      = !![1 / 2, -1 / 2; -1 / 2, 1 / 2] := by
  have h1 : propagator twoOrbitalSlice 0 1 = twoOrbitalSlice 0 * 1 := rfl
  have h2 : propagator twoOrbitalSlice 0 2 = twoOrbitalSlice 1 * (twoOrbitalSlice 0 * 1) := rfl
  have h3 : propagator twoOrbitalSlice 1 (2 - 1) = twoOrbitalSlice 1 * 1 := rfl
  constructor
  · rw [overlap, h2, Matrix.mul_one]
    ext i j
    fin_cases i
    fin_cases j
    norm_num [twoOrbitalSlice, Matrix.mul_apply, Fin.sum_univ_succ]
  · rw [green, h1, h3, Matrix.mul_one, Matrix.mul_one]
    ext i j
    fin_cases i <;> fin_cases j <;>
      norm_num [twoOrbitalSlice, Matrix.mul_apply, Fin.sum_univ_succ]

end

end StabilizedGreenFunction
```

The symbol `∧` means "and". The theorem states that $W=1/2$ inverts the overlap and gives the value of $G_1$. With $L=(1,0)$ and $R=(1,0)^T$, one finds $B_0R=(1,1)^T$ and $B_1B_0R=(2,3)^T$, hence $S=2$. Since $LB_1=(1,1)$,

$$G_1=1-\frac12\begin{pmatrix}1\\1\end{pmatrix}\begin{pmatrix}1&1\end{pmatrix}
=\frac12\begin{pmatrix}1&-1\\-1&1\end{pmatrix}.$$

Lean writes out the matrix elements with `ext` and `fin_cases`, and `norm_num` evaluates them.

The same numbers show the factorization at work. From $LB_1B_0=(2,2)$ it follows that

$$G_0=\begin{pmatrix}0&-1\\0&1\end{pmatrix},\qquad
B_0G_0=\begin{pmatrix}0&-1\\0&1\end{pmatrix},\qquad
B_1G_1=\frac12\begin{pmatrix}0&0\\-1&1\end{pmatrix}.$$

The factorized route and the direct route then give

$$(B_1G_1)(B_0G_0)=\begin{pmatrix}0&0\\0&1\end{pmatrix},\qquad
B_1B_0\,G_0=\begin{pmatrix}2&2\\3&4\end{pmatrix}\begin{pmatrix}0&-1\\0&1\end{pmatrix}=\begin{pmatrix}0&0\\0&1\end{pmatrix}.$$

An example this small tests only the algebra. Both routes involve mild cancellations, such as $-3+4=1$ in the direct product and $\frac12-\frac12=0$ in forming $B_1G_1$, so it does not show a numerical advantage of the factorized form.

```lean
#print axioms StabilizedGreenFunction.green_trace
#print axioms StabilizedGreenFunction.time_displaced_factorization
```

```
'StabilizedGreenFunction.green_trace' depends on axioms: [propext, Classical.choice, Quot.sound]
'StabilizedGreenFunction.time_displaced_factorization' depends on axioms: [propext, Classical.choice, Quot.sound]
```
